# Among rectangular periodic cells of equal volume, the cube has the largest smallest nonzero wavenumber

A rectangular periodic cell with edges $A,B,C>0$ and volume $V=ABC$ admits density waves with wave vectors $2\pi(i/A,\,j/B,\,k/C)$, where $i,j,k$ are integers. Let $k_{\min}$ be the smallest norm among those with $(i,j,k)\neq(0,0,0)$. Then

$$
k_{\min}\;\le\;\frac{2\pi}{V^{1/3}},\qquad\text{with equality if and only if } A=B=C .
$$

Every non-cubic rectangular cell of the same volume therefore reaches a strictly longer density wave than the cube does. The underlying identity is that $k_{\min}$ equals $2\pi$ divided by the longest edge. The same bound holds in every dimension $d\ge 1$, with $V^{1/d}$ in place of $V^{1/3}$.

## The first row of a structure-factor table

In a jellium simulation the electron number $N$ and the density parameter $r_s$ fix the volume, $V=\tfrac{4\pi}{3}r_s^3N$ in atomic units. The shape of the cell is still free. The code loops over integer triples, skips $(0,0,0)$, forms the vectors $\mathbf q=2\pi(i/A,j/B,k/C)$ and accumulates the density component $\rho_{\mathbf q}=\sum_m e^{-i\mathbf q\cdot\mathbf r_m}$ over the electron positions $\mathbf r_m$. The static structure factor $S(\mathbf q)=\langle|\rho_{\mathbf q}|^2\rangle/N$ is then tabulated by increasing $|\mathbf q|$, and its first row sits at $k_{\min}$. Any small-$q$ fit or extrapolation starts from there.

Take $N=54$ and $r_s=2$. The volume is about $1810$ cubic bohr, so the cube has edge $12.19$ bohr and its table starts at $0.516$ inverse bohr. Stretch one edge by a factor of 4 and halve the other two. The volume is unchanged and the table now starts at $0.129$. The gain is confined to the long axis: along each of the short axes the first wavenumber has doubled, to $1.03$.

For rectangular cells, then, the bound tells a simulator that at fixed particle number and density no choice of shape makes the table start at a larger wavenumber than the cube's. It sets no limit in the other direction: a sufficiently elongated cell makes the first wavenumber as small as one likes. Nor does it say whether the data found there are closer to those of the infinite system.

## From the longest edge to the cube of equal volume

Let the edges be $L_0,\dots,L_{d-1}>0$, with $V=\prod_i L_i$. For an integer label $n=(n_0,\dots,n_{d-1})$ the wave vector $\mathbf q_n$ has components $2\pi n_i/L_i$, so

$$
\|\mathbf q_n\|^2=\sum_i\left(\frac{2\pi n_i}{L_i}\right)^2 .
$$

Let $L_j$ be a longest edge.

**The minimum is $2\pi/L_j$.** If $n\ne0$, some component $n_i$ is nonzero, and being an integer it satisfies $|n_i|\ge1$. Keeping only that term of the sum gives

$$
\|\mathbf q_n\|\;\ge\;\frac{2\pi|n_i|}{L_i}\;\ge\;\frac{2\pi}{L_i}\;\ge\;\frac{2\pi}{L_j}.
$$

The label with $n_j=1$ and all other components zero has norm exactly $2\pi/L_j$. Hence $k_{\min}=2\pi/L_j$.

**The longest edge is at least $V^{1/d}$.** Each factor of the volume is at most $L_j$, so $V=\prod_iL_i\le L_j^d$, and therefore $V^{1/d}\le L_j$. If all edges are equal, then $V=L_j^d$ and equality holds. If some edge is shorter than $L_j$, then, since all factors are positive, the product is strictly smaller than $L_j^d$ and $V^{1/d}<L_j$.

**Conclusion.** Taking reciprocals reverses the inequality:

$$
k_{\min}=\frac{2\pi}{L_j}\le\frac{2\pi}{V^{1/d}},
$$

with equality exactly when $L_j=V^{1/d}$, that is, when all edges are equal.

**An explicit elongation.** Start from a cube of edge $a>0$ and choose $s\ge1$. The cell with edges $s^2a,\ a/s,\ a/s$ has volume $s^2a\cdot(a/s)^2=a^3$. Since $a/s\le a\le s^2a$, its longest edge is $s^2a$, so $k_{\min}=2\pi/(s^2a)$, which is the cube's value divided by $s^2$. The numerical example above is $s=2$.

**A misreading that reverses the result.** "Nonzero label" means that at least one integer is nonzero, not that all of them are. If the loops over $i,j,k$ each start at 1, the smallest norm they find is $2\pi\sqrt{1/A^2+1/B^2+1/C^2}$. By the inequality of arithmetic and geometric means this is at least $2\pi\sqrt3/V^{1/3}$, with equality for the cube, so the cube would now appear to reach the longest wave. In Lean the difference is between `n ≠ 0`, which the file uses, and `∀ i, n i ≠ 0`.

## Lean source for cells in $d$ dimensions

```lean
import Mathlib

open scoped Real

namespace JelliumSupercell

noncomputable section

variable {d : ℕ}

/-- The reciprocal vector with components `2π n i / L i` of a rectangular cell with nonzero edges
`L`, labelled by the integers `n`. -/
def waveVector (L : Fin d → ℝ) (n : Fin d → ℤ) : EuclideanSpace ℝ (Fin d) :=
  WithLp.toLp 2 (fun i => 2 * π * ((n i : ℝ) / L i))

/-- The norms of all reciprocal vectors with nonzero integer label, for a cell with nonzero
edges `L`. -/
def wavenumbers (L : Fin d → ℝ) : Set ℝ :=
  {q | ∃ n : Fin d → ℤ, n ≠ 0 ∧ ‖waveVector L n‖ = q}

/-- The infimum of the nonzero wavenumbers of a cell with nonzero edges `L`. -/
def kMin (L : Fin d → ℝ) : ℝ := sInf (wavenumbers L)

/-- The volume of a rectangular cell: the product of its edges. -/
def cellVolume (L : Fin d → ℝ) : ℝ := ∏ i, L i

/-- A density wave that varies along an axis with positive edge `L i` has wavenumber at
least `2π / L i`. -/
theorem le_norm_waveVector {L : Fin d → ℝ} {n : Fin d → ℤ} {i : Fin d}
    (hL : 0 < L i) (hn : n i ≠ 0) : 2 * π / L i ≤ ‖waveVector L n‖ := by
  have h1 : (1 : ℝ) ≤ |(n i : ℝ)| := by exact_mod_cast Int.one_le_abs hn
  have hpos : 0 < 2 * π / L i := div_pos Real.two_pi_pos hL
  have e : ‖waveVector L n i‖ = 2 * π / L i * |(n i : ℝ)| := by
    have h2 : waveVector L n i = 2 * π / L i * (n i : ℝ) := by
      change 2 * π * ((n i : ℝ) / L i) = _
      ring
    rw [h2, Real.norm_eq_abs, abs_mul, abs_of_pos hpos]
  rw [EuclideanSpace.norm_eq, Real.le_sqrt' hpos]
  -- one component alone already gives the bound
  calc (2 * π / L i) ^ 2 ≤ ‖waveVector L n i‖ ^ 2 := by
        rw [e]
        exact pow_le_pow_left₀ hpos.le (le_mul_of_one_le_right hpos.le h1) 2
    _ ≤ ∑ k, ‖waveVector L n k‖ ^ 2 :=
        Finset.single_le_sum (f := fun k => ‖waveVector L n k‖ ^ 2)
          (fun k _ => sq_nonneg _) (Finset.mem_univ i)

/-- The fundamental wave along an axis with positive edge `L i` has wavenumber `2π / L i`. -/
theorem norm_waveVector_single {L : Fin d → ℝ} {i : Fin d} (hL : 0 < L i) :
    ‖waveVector L (Pi.single i 1)‖ = 2 * π / L i := by
  have hpos : 0 < 2 * π / L i := div_pos Real.two_pi_pos hL
  rw [EuclideanSpace.norm_eq, Finset.sum_eq_single i]
  · have h : waveVector L (Pi.single i 1) i = 2 * π / L i := by
      change 2 * π * ((((Pi.single i 1 : Fin d → ℤ) i : ℤ) : ℝ) / L i) = _
      rw [Pi.single_eq_same, Int.cast_one, mul_one_div]
    rw [h, Real.sqrt_sq (norm_nonneg _), Real.norm_eq_abs, abs_of_pos hpos]
  · intro k _ hk
    change ‖2 * π * ((((Pi.single i 1 : Fin d → ℤ) k : ℤ) : ℝ) / L k)‖ ^ 2 = 0
    rw [Pi.single_eq_of_ne hk]
    simp
  · intro h
    exact absurd (Finset.mem_univ i) h

/-- In a cell with positive edges, the smallest nonzero wavenumber is `2π` divided by the
longest edge. -/
theorem isLeast_of_longest {L : Fin d → ℝ} (hL : ∀ i, 0 < L i) {j : Fin d}
    (hj : ∀ i, L i ≤ L j) : IsLeast (wavenumbers L) (2 * π / L j) := by
  refine ⟨⟨Pi.single j 1, ?_, norm_waveVector_single (hL j)⟩, ?_⟩
  · intro h
    have h1 := congrFun h j
    simp at h1
  · rintro q ⟨n, hn, rfl⟩
    obtain ⟨i, hi⟩ := Function.ne_iff.mp hn
    exact (div_le_div_of_nonneg_left Real.two_pi_pos.le (hL i) (hj i)).trans
      (le_norm_waveVector (hL i) hi)

/-- In dimension at least one and for positive edges, `kMin` is attained: it is the smallest
norm of a reciprocal vector with nonzero label. -/
theorem isLeast_kMin [NeZero d] {L : Fin d → ℝ} (hL : ∀ i, 0 < L i) :
    IsLeast (wavenumbers L) (kMin L) := by
  have : Nonempty (Fin d) := ⟨0⟩
  obtain ⟨j, hj⟩ := Finite.exists_max L
  have h := isLeast_of_longest hL hj
  have e : kMin L = 2 * π / L j := h.csInf_eq
  rw [e]
  exact h

/-- For positive edges, the edge `V^(1/d)` of the cube of equal volume is at most the longest
edge of the cell, with equality exactly when every edge equals the longest one. -/
theorem cubeEdge_le_longest {L : Fin d → ℝ} (hL : ∀ i, 0 < L i) {j : Fin d}
    (hj : ∀ i, L i ≤ L j) :
    cellVolume L ^ (1 / (d : ℝ)) ≤ L j ∧
      (cellVolume L ^ (1 / (d : ℝ)) = L j ↔ ∀ i, L i = L j) := by
  have hd : d ≠ 0 := by
    have := j.isLt
    omega
  have hV : 0 < cellVolume L := Finset.prod_pos fun i _ => hL i
  have hr : (cellVolume L ^ (1 / (d : ℝ))) ^ d = cellVolume L := by
    rw [one_div]
    exact Real.rpow_inv_natCast_pow hV.le hd
  have hc : ∏ _i : Fin d, L j = L j ^ d := by simp
  have hle : cellVolume L ≤ L j ^ d := by
    rw [← hc]
    exact Finset.prod_le_prod (fun i _ => (hL i).le) (fun i _ => hj i)
  refine ⟨?_, ?_, ?_⟩
  · by_contra h
    have h1 := pow_lt_pow_left₀ (not_le.mp h) (hL j).le hd
    rw [hr] at h1
    linarith
  · -- a single shorter edge makes the volume strictly smaller than that of the cube
    intro h i
    by_contra hi
    have hlt : cellVolume L < L j ^ d := by
      rw [← hc]
      exact Finset.prod_lt_prod (fun i _ => hL i) (fun i _ => hj i)
        ⟨i, Finset.mem_univ i, lt_of_le_of_ne (hj i) hi⟩
    rw [h] at hr
    linarith
  · intro h
    have hv : cellVolume L = L j ^ d := by
      rw [← hc]
      exact Finset.prod_congr rfl fun i _ => h i
    rw [hv, one_div]
    exact Real.pow_rpow_inv_natCast (hL j).le hd

/-- In dimension `d ≥ 1`, a rectangular cell with positive edges and volume `V` has smallest
nonzero wavenumber at most `2π / V^(1/d)`, with equality if and only if all edges are equal. -/
theorem kMin_le_and_eq_iff [NeZero d] {L : Fin d → ℝ} (hL : ∀ i, 0 < L i) :
    kMin L ≤ 2 * π / cellVolume L ^ (1 / (d : ℝ)) ∧
      (kMin L = 2 * π / cellVolume L ^ (1 / (d : ℝ)) ↔ ∀ i k, L i = L k) := by
  have : Nonempty (Fin d) := ⟨0⟩
  obtain ⟨j, hj⟩ := Finite.exists_max L
  have e : kMin L = 2 * π / L j := (isLeast_of_longest hL hj).csInf_eq
  obtain ⟨hle, heq⟩ := cubeEdge_le_longest hL hj
  have hV : 0 < cellVolume L := Finset.prod_pos fun i _ => hL i
  have hr0 := Real.rpow_pos_of_pos hV (1 / (d : ℝ))
  rw [e]
  refine ⟨div_le_div_of_nonneg_left Real.two_pi_pos.le hr0 hle, ?_, ?_⟩
  · intro h
    rw [div_eq_div_iff (hL j).ne' hr0.ne'] at h
    have h1 := heq.mp (mul_left_cancel₀ Real.two_pi_pos.ne' h)
    exact fun i k => (h1 i).trans (h1 k).symm
  · intro h
    rw [heq.mpr fun i => h i j]

/-- A three-dimensional cell with edges `A, B, C > 0` has smallest nonzero wavenumber at most
`2π / (ABC)^(1/3)`, with equality if and only if the cell is cubic. -/
theorem kMin_three_dim {A B C : ℝ} (hA : 0 < A) (hB : 0 < B) (hC : 0 < C) :
    kMin ![A, B, C] ≤ 2 * π / (A * B * C) ^ (1 / 3 : ℝ) ∧
      (kMin ![A, B, C] = 2 * π / (A * B * C) ^ (1 / 3 : ℝ) ↔ A = B ∧ B = C) := by
  have hL : ∀ i, 0 < ![A, B, C] i := by
    intro i
    fin_cases i
    exacts [hA, hB, hC]
  have h := kMin_le_and_eq_iff hL
  have hV : cellVolume ![A, B, C] = A * B * C := Fin.prod_univ_three ![A, B, C]
  have e : ((3 : ℕ) : ℝ) = 3 := by norm_num
  rw [hV, e] at h
  refine ⟨h.1, h.2.trans ⟨fun g => ⟨g 0 1, g 1 2⟩, ?_⟩⟩
  rintro ⟨rfl, rfl⟩ i k
  fin_cases i <;> fin_cases k <;> rfl

/-- Stretching a cube of edge `a > 0` by `s²` along one axis and shrinking it by `s` along the
other two, with `s ≥ 1`, keeps the volume `a³` and gives the smallest nonzero wavenumber
`2π / (s² a)`. -/
theorem kMin_elongated {a s : ℝ} (ha : 0 < a) (hs : 1 ≤ s) :
    cellVolume ![s ^ 2 * a, a / s, a / s] = a ^ 3 ∧
      kMin ![s ^ 2 * a, a / s, a / s] = 2 * π / (s ^ 2 * a) := by
  have hs0 : 0 < s := by linarith
  have h1 : 0 < s ^ 2 * a := by positivity
  have h2 : 0 < a / s := div_pos ha hs0
  have h3 : a / s ≤ s ^ 2 * a :=
    (div_le_self ha.le hs).trans (le_mul_of_one_le_left ha.le (one_le_pow₀ hs))
  have hL : ∀ i, 0 < ![s ^ 2 * a, a / s, a / s] i := by
    intro i
    fin_cases i
    exacts [h1, h2, h2]
  have hj : ∀ i, ![s ^ 2 * a, a / s, a / s] i ≤ ![s ^ 2 * a, a / s, a / s] 0 := by
    intro i
    fin_cases i
    exacts [le_rfl, h3, h3]
  constructor
  · have hV : cellVolume ![s ^ 2 * a, a / s, a / s] = s ^ 2 * a * (a / s) * (a / s) :=
      Fin.prod_univ_three ![s ^ 2 * a, a / s, a / s]
    rw [hV]
    field_simp
  · exact (isLeast_of_longest hL hj).csInf_eq

end

end JelliumSupercell
```

```lean
#print axioms JelliumSupercell.isLeast_kMin
-- 'JelliumSupercell.isLeast_kMin' depends on axioms: [propext, Classical.choice, Quot.sound]
#print axioms JelliumSupercell.kMin_le_and_eq_iff
-- 'JelliumSupercell.kMin_le_and_eq_iff' depends on axioms: [propext, Classical.choice, Quot.sound]
#print axioms JelliumSupercell.kMin_three_dim
-- 'JelliumSupercell.kMin_three_dim' depends on axioms: [propext, Classical.choice, Quot.sound]
#print axioms JelliumSupercell.kMin_elongated
-- 'JelliumSupercell.kMin_elongated' depends on axioms: [propext, Classical.choice, Quot.sound]
```

## Cells, waves and volumes as Lean objects

The edges are a function `L : Fin d → ℝ`, indexed from 0 to $d-1$ as in the derivation. `waveVector L n` is $\mathbf q_n$. It lives in `EuclideanSpace ℝ (Fin d)`, so the double bars denote the usual root of the sum of squares. The factor $2\pi$ is part of the vector; with edges in bohr, wavenumbers come out in inverse bohr.

`wavenumbers L` is the set of norms of all wave vectors with `n ≠ 0`, and `kMin L` is the infimum of that set. An infimum need not belong to its set, so `isLeast_kMin` supplies what the word "smallest" requires: for positive edges and $d\ge1$, some nonzero label has norm `kMin L`, and no nonzero label has a smaller one. `cellVolume L` is the product of the edges.

The general theorem is `kMin_le_and_eq_iff`. Its hypothesis `hL` says that every edge is positive, and `[NeZero d]` says that there is at least one dimension. Its conclusion has two parts: the upper bound, and the equivalence between equality and `∀ i k, L i = L k`. For $d=1$ there is only one edge, and equality always holds.

`kMin_three_dim` is the opening statement with the edges written `![A, B, C]` and "cubic" written `A = B ∧ B = C`. `kMin_elongated` gives the volume and the smallest wavenumber of the stretched cell for every `s ≥ 1`.

## How the lemmas divide the argument

`le_norm_waveVector` is the bound $\|\mathbf q_n\|\ge2\pi/L_i$ for $n_i\neq0$. `Int.one_le_abs` provides $|n_i|\ge1$, and `Finset.single_le_sum` discards the other terms of the sum of squares. `norm_waveVector_single` evaluates the norm for the unit label `Pi.single i 1`, where `Finset.sum_eq_single` leaves one term.

`isLeast_of_longest` joins the two. The unit label along the longest edge shows that $2\pi/L_j$ occurs as a wavenumber. For any other nonzero label, `Function.ne_iff` picks out a nonzero component, and the chain of inequalities from the derivation completes the lower bound. `isLeast_kMin` then finds a longest edge with `Finite.exists_max` and identifies the infimum with this least element.

`cubeEdge_le_longest` compares $V^{1/d}$ with $L_j$. The weak inequality between products comes from `Finset.prod_le_prod`, and the strict one, used when some edge is shorter, from `Finset.prod_lt_prod`. Where the derivation takes a $d$-th root, the Lean proof argues by contradiction: if $V^{1/d}$ exceeded $L_j$, raising both to the power $d$ would give $V>L_j^d$.

`kMin_le_and_eq_iff` replaces `kMin L` by $2\pi/L_j$ and takes reciprocals. For the equality case it clears denominators and cancels $2\pi$, which reduces the claim to the equality case of the previous lemma. `kMin_three_dim` specialises to three edges, with `fin_cases` running through the indices. `kMin_elongated` checks that edge 0 is the longest and applies `isLeast_of_longest` directly.

## What is settled for rectangular cells, and what is left to the simulation

For positive real edges, the theorems settle the value of the bound, the fact that the minimum is attained, and the equality case. A code that builds its vectors by this formula and includes the unit labels along all axes has the smallest wavenumber in its list, up to rounding.

The restriction to rectangular cells matters. For periodic cells of general shape the bound fails: the primitive cell of a body-centred cubic lattice with the same volume $V$ has smallest nonzero wavenumber $2^{1/6}\cdot2\pi/V^{1/3}$, about 12% above the cube's. The cube is thus the extreme case within the rectangular family only.

The statements concern geometry alone. They contain no electrons, no interaction and no Hamiltonian, so they imply nothing about the size of finite-size errors in the energy or about the statistical quality of $S(\mathbf q)$ at the smallest wavenumber. They also don't weigh the longer wave along one axis against the coarser sampling along the others; that choice depends on the quantity being computed.
